# A non-negative quantity below one tends to zero under repeated squaring

The lemma concerns a real sequence `y` that is non-negative at every step, lies below one at step `K`, and is squared in each step from `K` onwards; it states that `y` tends to zero. In physical terms `y k` could be an occupation number that an iteration keeps squaring, though the statement itself contains only the sequence, with no matrix or quantum state. The attempt proves by induction on `m` that `y (m + K)` is at most `y K` and also at most `y K ^ m`. Since `y K` is non-negative and below one, its powers tend to zero, and the sequence is squeezed between zero and them.

An attempt in Lean 4 with a fault in it:

```lean
import Mathlib

open Filter Topology

namespace TendstoOfSquaring

noncomputable section

/-- A non-negative quantity that is below one at step `K` and is squared in every step from
then on tends to zero. -/
theorem tendsto_of_squaring {y : ℕ → ℝ} {K : ℕ} (h0 : ∀ k, 0 ≤ y k) (h1 : y K < 1)
    (h : ∀ k ≥ K, y (k + 1) = y k ^ 2) : Tendsto y atTop (𝓝 0) := by
  have b : ∀ m, y (m + K) ≤ y K ∧ y (m + K) ≤ y K ^ m := by
    intro m
    induction m with
    | zero => simpa using h1.le
    | succ m ih =>
      have p := h0 (m + K)
      rw [show m + 1 + K = m + K + 1 by omega, h (m + K) (by omega), pow_succ]
      constructor
      · nlinarith [ih.1]
      · nlinarith [mul_le_mul ih.2 ih.1 p (pow_nonneg (h0 K) m)]
  exact (tendsto_add_atTop_iff_nat K).1 (squeeze_zero (fun m => h0 _) (fun m => (b m).2)
    (tendsto_pow_atTop_nhds_zero_of_lt_one (h0 K) h1))

end

end TendstoOfSquaring
```

Lean reports:

```
Main.lean:22:8: error: linarith failed to find a contradiction
case succ.right
y : ℕ → ℝ
K : ℕ
h0 : ∀ (k : ℕ), 0 ≤ y k
h1 : y K < 1
h : ∀ k ≥ K, y (k + 1) = y k ^ 2
m : ℕ
ih : y (m + K) ≤ y K ∧ y (m + K) ≤ y K ^ m
p : 0 ≤ y (m + K)
a✝ : y K ^ (m + 1) < y (m + K) ^ 1 * y (m + K)
⊢ False
failed
```

After these edits no error is left:

```diff
@@ -17,8 +17,8 @@
     | succ m ih =>
       have p := h0 (m + K)
-      rw [show m + 1 + K = m + K + 1 by omega, h (m + K) (by omega), pow_succ]
-      constructor
-      · nlinarith [ih.1]
-      · nlinarith [mul_le_mul ih.2 ih.1 p (pow_nonneg (h0 K) m)]
+      rw [show m + 1 + K = m + K + 1 by omega, h (m + K) (by omega), sq]
+      refine ⟨by nlinarith [ih.1], ?_⟩
+      rw [pow_succ]
+      exact mul_le_mul ih.2 ih.1 p (pow_nonneg (h0 K) m)
   exact (tendsto_add_atTop_iff_nat K).1 (squeeze_zero (fun m => h0 _) (fun m => (b m).2)
     (tendsto_pow_atTop_nhds_zero_of_lt_one (h0 K) h1))
```

What went wrong. The error is in the second bound of the induction step, where `nlinarith` fails to prove `y (m + K) ^ 2 ≤ y K ^ (m + 1)`. The rewrite with `pow_succ` was needed on the right-hand side, but it matched the square first and turned it into `y (m + K) ^ 1 * y (m + K)`, as the message shows. `y K ^ (m + 1)` stayed as it was. The supplied hint bounds the product by `y K ^ m * y K`, and the linear arithmetic behind `nlinarith` does not identify this with `y K ^ (m + 1)`, because it treats a power with a variable exponent as an atom.

The repair uses `sq` to write the square as `y (m + K) * y (m + K)`. In the second bound, `pow_succ` can then only act on `y K ^ (m + 1)`, which becomes `y K ^ m * y K`. The goal is now exactly what the former hint `mul_le_mul …` states, so `exact` closes it. Replacing `constructor` by `refine` is mere tidying; the first bound is still proved by `nlinarith [ih.1]`.
